# For a stable reference, a scissors shift raises the lowest Casida energy at least as much as the lowest Tamm–Dancoff energy

I take the lowest excitation energy to be the smallest positive eigenvalue of the Casida matrix $\begin{pmatrix} A & B \\ -B & -A \end{pmatrix}$. Here $A$ contains the orbital-energy differences, on its diagonal, and the coupling among excitations, while $B$ couples excitations to de-excitations. I apply a scissors correction by adding the same $s \ge 0$ to every orbital-energy difference, so $A \to A + s\mathbf 1$ with $B$ unchanged. In the Tamm–Dancoff approximation, which drops $B$, the lowest energy goes up by exactly $s$. In full response the de-excitation block becomes $-A - s\mathbf 1$, so it moves down. If I average the change over a mode with amplitudes $(X, Y)$, I get $s(|X|^2 - |Y|^2)$ divided by $|X|^2 + |Y|^2$, which is less than $s$ whenever $s > 0$ and $Y \neq 0$. Does full response really dampen the scissors shift?

## The shift is at least $s$, and de-excitation adds to it

Keep your definition: an energy is a positive eigenvalue with a nonzero eigenvector, and the lowest energy is the least element of the set of such eigenvalues. With $A$ and $B$ real symmetric and $A \pm B$ positive definite, the lowest full-response energy rises by at least $s$. Your average uses the wrong weight. The Casida matrix is not symmetric, and its modes carry the norm $|X|^2 - |Y|^2$.

**From the eigenvalue equation to an energy balance.** Let $w$ and $w'$ be the lowest energies before and after the shift, and let $z = (X, Y) \neq 0$ be a mode of energy $w'$:

$$(A+s)X + BY = w'X, \qquad -BX - (A+s)Y = w'Y.$$

Change the sign of the second equation. With

$$K = \begin{pmatrix} A & B \\ B & A \end{pmatrix}, \qquad G = \begin{pmatrix} 1 & 0 \\ 0 & -1 \end{pmatrix},$$

the pair becomes $Kz + sz = w'Gz$. Write $N = |X|^2 - |Y|^2$ and take the scalar product with $z$:

$$z\cdot Kz + s(|X|^2 + |Y|^2) = w'N.$$

The first term is positive, because

$$2\,z\cdot Kz = (X+Y)\cdot(A+B)(X+Y) + (X-Y)\cdot(A-B)(X-Y),$$

and $X+Y$ and $X-Y$ cannot both vanish. Since $w' > 0$, it follows that $N > 0$.

**A lower bound on $z\cdot Kz$.** Maximise $f(y) = (y\cdot Gy)/(y\cdot Ky)$ over the unit sphere. The maximum $\mu$ is attained at some $y_0$, and it is positive because $f(z) > 0$ and $f$ does not depend on the length of its argument. The form of $D = \mu K - G$ is then nonnegative everywhere and zero at $y_0$. For any vector $h$ and real $t$,

$$0 \le (y_0+th)\cdot D(y_0+th) = 2t\,h\cdot Dy_0 + t^2\,h\cdot Dh,$$

which for small $t$ of either sign requires $h\cdot Dy_0 = 0$. Hence $Dy_0 = 0$, or $Ky_0 = uGy_0$ with $u = 1/\mu$. So $u$ is a positive energy of the unshifted problem, and $w \le u$. The maximum property also says $u\,(y\cdot Gy) \le y\cdot Ky$ for all $y$. At $y = z$ this gives $wN \le uN \le z\cdot Kz$.

**The two together.** Insert this bound into the balance and use $|X|^2 + |Y|^2 = N + 2|Y|^2$:

$$(w+s)N + 2s|Y|^2 \le w'N.$$

Dropping the nonnegative term $2s|Y|^2$ and dividing by $N$ gives $w + s \le w'$. In the usual normalisation $N = 1$, the inequality reads $w' \ge w + s + 2s|Y|^2$, where $Y$ belongs to the shifted mode.

For Tamm–Dancoff, $Av = av$ is equivalent to $(A+s)v = (a+s)v$, so the whole spectrum moves by $s$.

**One transition.** For numbers $A = a$ and $B = b$ with $|b| < a$, the energies are $w = \sqrt{a^2-b^2}$ and $w' = \sqrt{(a+s)^2-b^2}$, so

$$w'^2 - (w+s)^2 = 2s(a-w) \ge 0.$$

With $a = 5$ and $b = 3$ we have $w = 4$. A small $s$ then raises the energy by about $1.25\,s$, and for large $s$ the excess over $s$ tends to $a - w = 1$.

**What the Lean statement says.** The main theorem is `scissors_shift`. The finite type `n` labels the transitions, and a vector on `n ⊕ n` holds the excitation amplitudes followed by the de-excitation amplitudes. `responseEnergies A B` is the set of positive eigenvalues of `casida A B`, and `tammDancoffEnergies A` is the set of eigenvalues of `A`. For real matrices `IsHermitian` means symmetric. The four `IsLeast` hypotheses say that `w`, `w'`, `a` and `a'` are the lowest full-response and Tamm–Dancoff energies without and with the shift. The conclusion is `a' - a = s ∧ s ≤ w' - w`.

The hypotheses `hP` and `hQ`, positive definiteness of $A+B$ and $A-B$, stand for a reference state that is stable to second order against real and imaginary orbital variations. The existence of the four minima is assumed; with at least one transition they do exist, and with none the statement is empty.

The model has real orbitals, a frequency-independent kernel, finitely many transitions and one uniform shift that leaves $B$ alone. Complex Bloch orbitals and state-dependent shifts lie beyond it, and the theorem does not treat higher excitations or oscillator strengths. Within this model, a shift chosen to raise the lowest Tamm–Dancoff energy by a given amount raises the lowest full-response TDDFT energy by that amount or more.

```lean
import Mathlib

open Matrix

namespace CasidaScissors

/-- The Casida matrix `[[A, B], [-B, -A]]` of linear response. -/
def casida {n : Type*} (A B : Matrix n n ℝ) : Matrix (n ⊕ n) (n ⊕ n) ℝ :=
  fromBlocks A B (-B) (-A)

/-- The matrix `[[A, B], [B, A]]` of the response problem. -/
def stability {n : Type*} (A B : Matrix n n ℝ) : Matrix (n ⊕ n) (n ⊕ n) ℝ :=
  fromBlocks A B B A

/-- The indefinite metric: `+1` on excitations, `-1` on de-excitations. -/
def metric (n : Type*) [DecidableEq n] : Matrix (n ⊕ n) (n ⊕ n) ℝ :=
  fromBlocks 1 0 0 (-1)

variable {n m : Type*} [Fintype n] [DecidableEq n] [Fintype m] [DecidableEq m]

/-- Full-response excitation energies: the positive eigenvalues of the Casida matrix. -/
def responseEnergies (A B : Matrix n n ℝ) : Set ℝ :=
  {w | 0 < w ∧ ∃ z : n ⊕ n → ℝ, z ≠ 0 ∧ casida A B *ᵥ z = w • z}

/-- Tamm-Dancoff excitation energies: the eigenvalues of `A`. -/
def tammDancoffEnergies (A : Matrix n n ℝ) : Set ℝ :=
  {a | ∃ v : n → ℝ, v ≠ 0 ∧ A *ᵥ v = a • v}

/-- A scissors shift adds `s v` to the action of a matrix on `v`. -/
theorem shift_mulVec (A : Matrix m m ℝ) (s : ℝ) (v : m → ℝ) :
    (A + s • (1 : Matrix m m ℝ)) *ᵥ v = A *ᵥ v + s • v := by
  rw [add_mulVec, smul_mulVec, one_mulVec]

/-- The Casida eigenvalue problem is the problem `[[A, B], [B, A]] z = w G z`
with the indefinite metric `G`. -/
theorem casida_iff (A B : Matrix n n ℝ) (w : ℝ) (z : n ⊕ n → ℝ) :
    casida A B *ᵥ z = w • z ↔ stability A B *ᵥ z = w • (metric n *ᵥ z) := by
  have h1 : casida A B = metric n * stability A B := by
    simp [casida, metric, stability, fromBlocks_multiply]
  have h2 : stability A B = metric n * casida A B := by
    simp [casida, metric, stability, fromBlocks_multiply]
  have h3 : metric n * metric n = 1 := by simp [metric, fromBlocks_multiply]
  constructor <;> intro h
  · rw [h2, ← mulVec_mulVec, h, mulVec_smul]
  · rw [h1, ← mulVec_mulVec, h, mulVec_smul, mulVec_mulVec, h3, one_mulVec]

omit [DecidableEq n] in
/-- If `A + B` and `A - B` are positive definite, the quadratic form of `[[A, B], [B, A]]`
is positive on every nonzero vector. -/
theorem stability_pos {A B : Matrix n n ℝ} (hP : (A + B).PosDef) (hQ : (A - B).PosDef)
    {z : n ⊕ n → ℝ} (hz : z ≠ 0) : 0 < z ⬝ᵥ stability A B *ᵥ z := by
  have pd : ∀ M : Matrix n n ℝ, M.PosDef → ∀ x : n → ℝ,
      0 ≤ x ⬝ᵥ M *ᵥ x ∧ (x ⬝ᵥ M *ᵥ x = 0 → x = 0) := by
    intro M hM x
    by_cases hx : x = 0
    · simp [hx]
    · have h := hM.dotProduct_mulVec_pos hx
      rw [star_trivial] at h
      exact ⟨h.le, fun h0 => absurd h0 h.ne'⟩
  obtain ⟨X, Y, rfl⟩ : ∃ X Y, z = Sum.elim X Y := ⟨_, _, (Sum.elim_comp_inl_inr z).symm⟩
  have hf : Sum.elim X Y ⬝ᵥ stability A B *ᵥ Sum.elim X Y
      = X ⬝ᵥ (A *ᵥ X + B *ᵥ Y) + Y ⬝ᵥ (B *ᵥ X + A *ᵥ Y) := by
    rw [stability, fromBlocks_mulVec, Sum.elim_comp_inl, Sum.elim_comp_inr]
    simp [dotProduct, Fintype.sum_sum_type]
  -- the form splits into the sum and the difference of the two amplitudes
  have key : 2 * (Sum.elim X Y ⬝ᵥ stability A B *ᵥ Sum.elim X Y)
      = (X + Y) ⬝ᵥ (A + B) *ᵥ (X + Y) + (X - Y) ⬝ᵥ (A - B) *ᵥ (X - Y) := by
    rw [hf]
    simp only [add_mulVec, sub_mulVec, mulVec_add, mulVec_sub, dotProduct_add,
      dotProduct_sub, add_dotProduct, sub_dotProduct]
    ring
  obtain ⟨p, p0⟩ := pd _ hP (X + Y)
  obtain ⟨q, q0⟩ := pd _ hQ (X - Y)
  by_contra h
  have h1 := p0 (by linarith)
  have h2 := q0 (by linarith)
  apply hz
  ext i
  rcases i with i | i
  all_goals
    have e1 := congrFun h1 i
    have e2 := congrFun h2 i
    simp only [Pi.add_apply, Pi.sub_apply, Pi.zero_apply, Sum.elim_inl, Sum.elim_inr] at e1 e2 ⊢
    linarith

omit [DecidableEq m] in
/-- For symmetric `K` with positive form and symmetric `G` whose form is positive somewhere,
`K z = w G z` has a nonzero solution with `w > 0` such that `w G ≤ K` as quadratic forms. -/
theorem exists_lowest_mode {K G : Matrix m m ℝ} (hK : K.IsHermitian) (hG : G.IsHermitian)
    (pos : ∀ y : m → ℝ, y ≠ 0 → 0 < y ⬝ᵥ K *ᵥ y) {x : m → ℝ} (hx : 0 < x ⬝ᵥ G *ᵥ x) :
    ∃ w : ℝ, 0 < w ∧ (∃ z : m → ℝ, z ≠ 0 ∧ K *ᵥ z = w • (G *ᵥ z)) ∧
      ∀ y : m → ℝ, w * (y ⬝ᵥ G *ᵥ y) ≤ y ⬝ᵥ K *ᵥ y := by
  have hx0 : x ≠ 0 := by
    rintro rfl
    simp at hx
  let f : (m → ℝ) → ℝ := fun y => (y ⬝ᵥ G *ᵥ y) / (y ⬝ᵥ K *ᵥ y)
  have hc : ∀ M : Matrix m m ℝ, Continuous fun y : m → ℝ => y ⬝ᵥ M *ᵥ y := by
    intro M
    simp only [mulVec, dotProduct]
    fun_prop
  have hsph : ∀ y : m → ℝ, y ≠ 0 → ‖y‖⁻¹ • y ∈ Metric.sphere (0 : m → ℝ) 1 := by
    intro y hy
    rw [mem_sphere_zero_iff_norm, norm_smul, norm_inv, norm_norm,
      inv_mul_cancel₀ (norm_ne_zero_iff.2 hy)]
  have hne : ∀ y ∈ Metric.sphere (0 : m → ℝ) 1, y ≠ 0 := by
    rintro y hy rfl
    simp at hy
  -- the quotient of the two forms attains its maximum on the unit sphere
  obtain ⟨z, hz, hmax⟩ := (isCompact_sphere (0 : m → ℝ) 1).exists_isMaxOn ⟨_, hsph x hx0⟩
    (f := f) ((hc G).continuousOn.div (hc K).continuousOn fun y hy => (pos y (hne y hy)).ne')
  have hb : ∀ y : m → ℝ, y ⬝ᵥ G *ᵥ y ≤ f z * (y ⬝ᵥ K *ᵥ y) := by
    intro y
    by_cases hy : y = 0
    · simp [hy]
    · have hn : ‖y‖⁻¹ ≠ 0 := inv_ne_zero (norm_ne_zero_iff.2 hy)
      have h : f (‖y‖⁻¹ • y) ≤ f z := hmax (hsph y hy)
      simp only [f, mulVec_smul, smul_dotProduct, dotProduct_smul, smul_eq_mul] at h
      rw [mul_div_mul_left _ _ hn, mul_div_mul_left _ _ hn] at h
      exact (div_le_iff₀ (pos y hy)).1 h
  have hμ : 0 < f z := (mul_pos_iff_of_pos_right (pos x hx0)).1 (hx.trans_le (hb x))
  have hform : ∀ y : m → ℝ, y ⬝ᵥ (f z • K - G) *ᵥ y
      = f z * (y ⬝ᵥ K *ᵥ y) - y ⬝ᵥ G *ᵥ y := by
    intro y
    rw [sub_mulVec, smul_mulVec, dotProduct_sub, dotProduct_smul, smul_eq_mul]
  -- a zero of a nonnegative form lies in the kernel
  have hD : (f z • K - G).PosSemidef := by
    apply PosSemidef.of_dotProduct_mulVec_nonneg
    · change (f z • K - G)ᴴ = _
      rw [conjTranspose_sub, conjTranspose_smul, hK.eq, hG.eq, star_trivial]
    · intro y
      rw [star_trivial, hform]
      linarith [hb y]
  have hker := (hD.dotProduct_mulVec_zero_iff z).1 (by
    rw [star_trivial, hform, sub_eq_zero]
    exact div_mul_cancel₀ _ (pos z (hne z hz)).ne')
  rw [sub_mulVec, smul_mulVec, sub_eq_zero] at hker
  refine ⟨(f z)⁻¹, inv_pos.2 hμ, ⟨z, hne z hz, ?_⟩, fun y => (inv_mul_le_iff₀ hμ).2 (hb y)⟩
  rw [← hker, smul_smul, inv_mul_cancel₀ hμ.ne', one_smul]

/-- Let `A`, `B` be symmetric, `A ± B` positive definite, `s ≥ 0`, `w` the lowest response energy
and `(X, Y)` a mode of energy `w' > 0` after the shift. Then `|X|² > |Y|²` and
`(w + s)(|X|² - |Y|²) + 2 s |Y|² ≤ w' (|X|² - |Y|²)`. -/
theorem mode_balance {A B : Matrix n n ℝ} (hA : A.IsHermitian) (hB : B.IsHermitian)
    (hP : (A + B).PosDef) (hQ : (A - B).PosDef) {s w w' : ℝ} (hs : 0 ≤ s)
    (hw : IsLeast (responseEnergies A B) w) (hw' : 0 < w') {X Y : n → ℝ}
    (hz : Sum.elim X Y ≠ 0)
    (he : casida (A + s • (1 : Matrix n n ℝ)) B *ᵥ Sum.elim X Y = w' • Sum.elim X Y) :
    0 < X ⬝ᵥ X - Y ⬝ᵥ Y ∧
      (w + s) * (X ⬝ᵥ X - Y ⬝ᵥ Y) + 2 * s * (Y ⬝ᵥ Y) ≤ w' * (X ⬝ᵥ X - Y ⬝ᵥ Y) := by
  have hK : (stability A B).IsHermitian := by
    change (stability A B)ᴴ = _
    rw [stability, fromBlocks_conjTranspose, hA.eq, hB.eq]
  have hG : (metric n).IsHermitian := by
    change (metric n)ᴴ = _
    rw [metric, fromBlocks_conjTranspose]
    simp
  have hshift : stability (A + s • (1 : Matrix n n ℝ)) B = stability A B + s • 1 := by
    rw [stability, stability, ← fromBlocks_one, fromBlocks_smul, fromBlocks_add]
    simp
  have hN : Sum.elim X Y ⬝ᵥ metric n *ᵥ Sum.elim X Y = X ⬝ᵥ X - Y ⬝ᵥ Y := by
    simp [metric, fromBlocks_mulVec, dotProduct, Fintype.sum_sum_type, neg_mulVec,
      sub_eq_add_neg]
  have hzz : Sum.elim X Y ⬝ᵥ Sum.elim X Y = X ⬝ᵥ X + Y ⬝ᵥ Y := by
    simp [dotProduct, Fintype.sum_sum_type]
  have hform := congrArg (fun v => Sum.elim X Y ⬝ᵥ v) ((casida_iff _ _ _ _).1 he)
  simp only [hshift, shift_mulVec, dotProduct_add, dotProduct_smul, smul_eq_mul] at hform
  have hnn : 0 ≤ Sum.elim X Y ⬝ᵥ Sum.elim X Y := Finset.sum_nonneg fun _ _ => mul_self_nonneg _
  have hpos : 0 < Sum.elim X Y ⬝ᵥ metric n *ᵥ Sum.elim X Y := by
    refine (mul_pos_iff_of_pos_left hw').1 ?_
    rw [← hform]
    exact add_pos_of_pos_of_nonneg (stability_pos hP hQ hz) (mul_nonneg hs hnn)
  -- compare with the lowest mode of the unshifted problem
  obtain ⟨u, hu, ⟨y, hy, hyu⟩, hb⟩ :=
    exists_lowest_mode hK hG (fun _ h => stability_pos hP hQ h) hpos
  have hwu : w ≤ u := hw.2 ⟨hu, y, hy, (casida_iff _ _ _ _).2 hyu⟩
  have h1 := mul_le_mul_of_nonneg_right hwu hpos.le
  have h2 := hb (Sum.elim X Y)
  rw [hzz] at hform
  rw [hN] at hform hpos h1 h2
  exact ⟨hpos, by linarith⟩

/-- A scissors shift `s` raises the lowest Tamm-Dancoff energy by exactly `s`. -/
theorem tammDancoff_shift {A : Matrix n n ℝ} {a : ℝ} (s : ℝ)
    (ha : IsLeast (tammDancoffEnergies A) a) :
    IsLeast (tammDancoffEnergies (A + s • (1 : Matrix n n ℝ))) (a + s) := by
  obtain ⟨⟨v, hv, hav⟩, hmin⟩ := ha
  refine ⟨⟨v, hv, by rw [shift_mulVec, hav, add_smul]⟩, ?_⟩
  rintro b ⟨u, hu, hbu⟩
  rw [shift_mulVec] at hbu
  have := hmin ⟨u, hu, show A *ᵥ u = (b - s) • u by rw [sub_smul, ← hbu, add_sub_cancel_right]⟩
  linarith

/-- Let `A`, `B` be symmetric, `A + B` and `A - B` positive definite and `s ≥ 0`. The scissors
shift `A → A + s` raises the lowest Tamm-Dancoff energy by `s` and the lowest full-response
energy by at least `s`. -/
theorem scissors_shift {A B : Matrix n n ℝ} (hA : A.IsHermitian) (hB : B.IsHermitian)
    (hP : (A + B).PosDef) (hQ : (A - B).PosDef) {s w w' a a' : ℝ} (hs : 0 ≤ s)
    (hw : IsLeast (responseEnergies A B) w)
    (hw' : IsLeast (responseEnergies (A + s • (1 : Matrix n n ℝ)) B) w')
    (ha : IsLeast (tammDancoffEnergies A) a)
    (ha' : IsLeast (tammDancoffEnergies (A + s • (1 : Matrix n n ℝ))) a') :
    a' - a = s ∧ s ≤ w' - w := by
  refine ⟨by linarith [(tammDancoff_shift s ha).unique ha'], ?_⟩
  obtain ⟨⟨h0, z, hz, he⟩, -⟩ := hw'
  obtain ⟨X, Y, rfl⟩ : ∃ X Y, z = Sum.elim X Y := ⟨_, _, (Sum.elim_comp_inl_inr z).symm⟩
  obtain ⟨hN, hb⟩ := mode_balance hA hB hP hQ hs hw h0 hz he
  -- the de-excitation amplitude can only add to the shift
  have hY : 0 ≤ Y ⬝ᵥ Y := Finset.sum_nonneg fun _ _ => mul_self_nonneg _
  have h2 := mul_nonneg (mul_nonneg zero_le_two hs) hY
  have h3 : w + s ≤ w' := le_of_mul_le_mul_right (by linarith) hN
  linarith

end CasidaScissors
```

```lean
#print axioms CasidaScissors.tammDancoff_shift
#print axioms CasidaScissors.scissors_shift
```

```
'CasidaScissors.tammDancoff_shift' depends on axioms: [propext, Classical.choice, Quot.sound]
'CasidaScissors.scissors_shift' depends on axioms: [propext, Classical.choice, Quot.sound]
```

**How the lemmas divide the work.** `casida_iff` is the change of sign: it multiplies by `metric n`, whose square is the identity, to pass between the Casida problem and $Kz = wGz$. In the code $K$ is `stability A B`.

`stability_pos` proves $z\cdot Kz > 0$. It splits `z` into `Sum.elim X Y`, and `key` is the identity in $X+Y$ and $X-Y$. If the form were not positive, both terms would vanish, and then so would `z`.

`exists_lowest_mode` is the maximisation, for a general pair `K`, `G`. Compactness of the sphere supplies the maximiser, called `z` there, so `f z` is $\mu$. The sphere is that of the maximum norm, which serves equally well because $f$ ignores length. `hb` extends the bound from the sphere to all vectors, `hD` says that $\mu K - G$ is positive semidefinite, and `hker` places the maximiser in its kernel.

`mode_balance` puts these together. `hshift` shows that the scissors correction adds $s\mathbf 1$ to $K$, `hform` is the energy balance, and `hpos` is $N > 0$. `hwu` is $w \le u$, and the last `linarith` combines the inequalities.

`tammDancoff_shift` moves the least eigenvalue of `A` by `s`. In `scissors_shift`, uniqueness of a least element turns this into `a' - a = s`. For the other half, the proof applies `mode_balance` to a mode of energy `w'`, discards $2s|Y|^2$, and cancels $N$ with `le_of_mul_le_mul_right`.

**When the shift is exactly $s$.** The inequality in `mode_balance` also settles the equality case by a short argument that the file does not contain. Let $s > 0$ and $w' = w + s$. Then $2s|Y|^2 \le 0$, so $Y = 0$, and the eigenvalue equations reduce to $AX = wX$ and $BX = 0$ with $X \neq 0$. Conversely, if such an $X$ exists, $(X, 0)$ is a shifted mode of energy $w + s$, so $w' \le w + s$ and equality holds. Full response therefore follows the scissors shift exactly only when a lowest mode is a pure excitation that $B$ annihilates.
